# An alternating binomial sum equal to 1/(2l + 1), from the Legendre projection of the Coulomb interaction on a sphere

For every natural number l, `channel_sum` states that the sum of (-1)^k C(l,k) C(l+k,k) / (2k+1) over k = 0, …, l, multiplied by 2l + 1, equals 1. In physics, this sum is half the integral of P_l(cos θ) against the Coulomb kernel 1/(2 sin(θ/2)) over cos θ from -1 to 1, for two unit charges on a unit sphere separated by the angle θ, in units where the interaction is one over the distance. The declaration itself contains only the finite sum, with neither the integral nor the kernel. The proof is by induction on l: it extends the sum for l by a vanishing term, then tries to show term by term that the expressions for l + 1 and l differ by twice an alternating sum that is zero.

An attempt in Lean 4 with a fault in it:

```lean
import Mathlib

open Finset MeasureTheory
open scoped InnerProductSpace

namespace CoulombChannelsOnSphere

noncomputable section

/-- Closed form of the partial alternating sums of `C(l+1,k) C(l+k,k)`. -/
theorem alternating_partial_sum (l m : ℕ) :
    ∑ k ∈ range (m + 1), (-1 : ℝ) ^ k * ((l + 1).choose k : ℝ) * ((l + k).choose k : ℝ) =
      (-1 : ℝ) ^ m * (l.choose m : ℝ) * ((l + 1 + m).choose m : ℝ) := by
  induction m with
  | zero => simp
  | succ m ih =>
    rw [sum_range_succ, ih]
    have e1 : l + (m + 1) = l + 1 + m := by omega
    have e2 : l + 1 + (m + 1) = l + 1 + m + 1 := by omega
    have h1 := congrArg (Nat.cast : ℕ → ℝ) (Nat.add_one_mul_choose_eq l m)
    have h2 := Nat.choose_succ_right_eq (l + 1 + m) m
    rw [Nat.add_sub_cancel] at h2
    have h3 := congrArg (Nat.cast : ℕ → ℝ) h2
    rw [e1, e2, Nat.choose_succ_succ' (l + 1 + m) m, Nat.choose_succ_succ' l m]
    rw [Nat.choose_succ_succ' l m] at h1
    push_cast at h1 h3 ⊢
    have hm : (m : ℝ) + 1 ≠ 0 := by positivity
    have key : ((l.choose m : ℝ) + (l.choose (m + 1) : ℝ)) * ((l + 1 + m).choose m : ℝ) =
        (l.choose m : ℝ) * ((l + 1 + m).choose (m + 1) : ℝ) := by
      apply mul_left_cancel₀ hm
      linear_combination (-((l + 1 + m).choose m : ℝ)) * h1 - (l.choose m : ℝ) * h3
    rw [pow_succ]
    linear_combination (-1 : ℝ) ^ m * key

/-- For `k ≤ l + 1`, a relation between the binomial products `C(l,k) C(l+k,k)` and `C(l+1,k)
C(l+1+k,k)`: their difference, weighted by `2l + 1` and `2l + 3`, is `2 (2k + 1) C(l+1,k) C(l+k,k)`.
-/
theorem channel_step (l k : ℕ) (hk : k ≤ l + 1) :
    (2 * (l : ℝ) + 3) * (((l + 1).choose k : ℝ) * ((l + 1 + k).choose k : ℝ)) -
      (2 * (l : ℝ) + 1) * ((l.choose k : ℝ) * ((l + k).choose k : ℝ)) =
    (2 * (k : ℝ) + 1) * (2 * ((l + 1).choose k : ℝ) * ((l + k).choose k : ℝ)) := by
  have hA := congrArg (Nat.cast : ℕ → ℝ) (Nat.choose_mul_succ_eq l k)
  rw [Nat.cast_mul, Nat.cast_mul, Nat.cast_sub hk] at hA
  have hB : (l + k).choose k * (l + 1 + k) = (l + 1 + k).choose k * (l + 1) := by
    have h := Nat.choose_mul_succ_eq (l + k) k
    rwa [show l + k + 1 - k = l + 1 by omega, show l + k + 1 = l + 1 + k by omega] at h
  have hB' := congrArg (Nat.cast : ℕ → ℝ) hB
  push_cast at hA hB'
  have hl : (l : ℝ) + 1 ≠ 0 := by positivity
  apply mul_left_cancel₀ hl
  linear_combination (-(2 * (l : ℝ) + 1) * ((l + k).choose k : ℝ)) * hA -
    ((2 * (l : ℝ) + 3) * ((l + 1).choose k : ℝ)) * hB'

/-- The sum of `(-1)^k C(l,k) C(l+k,k) / (2k + 1)` over `k = 0, …, l`, multiplied by `2l + 1`,
equals one. -/
theorem channel_sum (l : ℕ) :
    (2 * (l : ℝ) + 1) * ∑ k ∈ range (l + 1),
      (-1 : ℝ) ^ k * (l.choose k : ℝ) * ((l + k).choose k : ℝ) / (2 * (k : ℝ) + 1) = 1 := by
  induction l with
  | zero => simp
  | succ l ih =>
    -- the sum for `l` may be extended by a vanishing term
    have hext : ∑ k ∈ range (l + 1 + 1),
        (-1 : ℝ) ^ k * (l.choose k : ℝ) * ((l + k).choose k : ℝ) / (2 * (k : ℝ) + 1) =
        ∑ k ∈ range (l + 1),
        (-1 : ℝ) ^ k * (l.choose k : ℝ) * ((l + k).choose k : ℝ) / (2 * (k : ℝ) + 1) := by
      rw [sum_range_succ _ (l + 1), Nat.choose_succ_self]
      simp
    rw [← hext] at ih
    have hz := alternating_partial_sum l (l + 1)
    rw [Nat.choose_succ_self, Nat.cast_zero, mul_zero, zero_mul] at hz
    rw [← ih, ← sub_eq_zero, mul_sum, mul_sum, ← sum_sub_distrib,
      ← mul_zero (2 : ℝ), ← hz, mul_sum]
    refine sum_congr rfl fun k hk => ?_
    have h := channel_step l k (by have := mem_range.1 hk; omega)
    have hi : (2 * (k : ℝ) + 1) * (2 * (k : ℝ) + 1)⁻¹ = 1 :=
      mul_inv_cancel₀ (by positivity)
    push_cast
    linear_combination ((-1 : ℝ) ^ k * (2 * (k : ℝ) + 1)⁻¹) * h +
      (2 * (-1 : ℝ) ^ k * ((l + 1).choose k : ℝ) * ((l + k).choose k : ℝ)) * hi

end

end CoulombChannelsOnSphere
```

Compiling this gives:

```
Main.lean:79:4: error: ring failed, ring expressions not equal
l : ℕ
ih : (2 * ↑l + 1) * ∑ k ∈ range (l + 1 + 1), (-1) ^ k * ↑(l.choose k) * ↑((l + k).choose k) / (2 * ↑k + 1) = 1
hext :
  ∑ k ∈ range (l + 1 + 1), (-1) ^ k * ↑(l.choose k) * ↑((l + k).choose k) / (2 * ↑k + 1) =
    ∑ k ∈ range (l + 1), (-1) ^ k * ↑(l.choose k) * ↑((l + k).choose k) / (2 * ↑k + 1)
hz : ∑ k ∈ range (l + 1 + 1), (-1) ^ k * ↑((l + 1).choose k) * ↑((l + k).choose k) = 0
k : ℕ
hk : k ∈ range (l + 1 + 1)
h :
  (2 * ↑l + 3) * (↑((l + 1).choose k) * ↑((l + 1 + k).choose k)) -
      (2 * ↑l + 1) * (↑(l.choose k) * ↑((l + k).choose k)) =
    (2 * ↑k + 1) * (2 * ↑((l + 1).choose k) * ↑((l + k).choose k))
hi : (2 * ↑k + 1) * (2 * ↑k + 1)⁻¹ = 1
⊢ ↑l * (∑ i ∈ range (l + 1 + 1), (2 * ↑l + 1) * ((-1) ^ i * ↑(l.choose i) * ↑((l + i).choose i) / (2 * ↑i + 1))) ^ k *
                      ↑((l + 1).choose k) *
                    ↑((l + 1 + k).choose k) *
                  (∑ i ∈ range (l + 1 + 1),
                        (2 * ↑l + 1) * ((-1) ^ i * ↑(l.choose i) * ↑((l + i).choose i) / (2 * ↑i + 1)) +
                      ↑k * 2)⁻¹ *
                (-1) ^ k *
              2 -
            ↑l * ↑((l + 1).choose k) * ↑((l + 1 + k).choose k) * (1 + ↑k * 2)⁻¹ * (-1) ^ k * 2 +
          (∑ i ∈ range (l + 1 + 1), (2 * ↑l + 1) * ((-1) ^ i * ↑(l.choose i) * ↑((l + i).choose i) / (2 * ↑i + 1))) *
                    (∑ i ∈ range (l + 1 + 1),
                        (2 * ↑l + 1) * ((-1) ^ i * ↑(l.choose i) * ↑((l + i).choose i) / (2 * ↑i + 1))) ^
                      k *
                  ↑((l + 1).choose k) *
                ↑((l + 1 + k).choose k) *
              (∑ i ∈ range (l + 1 + 1), (2 * ↑l + 1) * ((-1) ^ i * ↑(l.choose i) * ↑((l + i).choose i) / (2 * ↑i + 1)) +
                  ↑k * 2)⁻¹ *
            (-1) ^ k +
        (∑ i ∈ range (l + 1 + 1), (2 * ↑l + 1) * ((-1) ^ i * ↑(l.choose i) * ↑((l + i).choose i) / (2 * ↑i + 1))) ^ k *
                  ↑((l + 1).choose k) *
                ↑((l + 1 + k).choose k) *
              (∑ i ∈ range (l + 1 + 1), (2 * ↑l + 1) * ((-1) ^ i * ↑(l.choose i) * ↑((l + i).choose i) / (2 * ↑i + 1)) +
                  ↑k * 2)⁻¹ *
            (-1) ^ k *
          2 -
      ↑((l + 1).choose k) * ↑((l + 1 + k).choose k) * (1 + ↑k * 2)⁻¹ * (-1) ^ k * 3 =
    0
```

The error is reported at the final `linear_combination`, but the goal was spoiled earlier, by `rw [← ih]`. The right side of `ih` is the real number `1`, so rewriting from right to left replaces every real `1` in the goal, not only the one standing alone on the right. Those in `-1`, in the denominators `2 * k + 1` and in the prefactor are replaced too. This is why the message shows whole sums raised to the power `k` and inside inverses. The hypotheses `h` and `hi` still concern the original coefficients, so `ring` cannot close the goal.

The repair never rewrites with `ih`. It states the intended difference explicitly as `hdiff` and proves it with the same termwise argument, which now meets the right coefficients. The closing `linear_combination hdiff + ih + 2 * hz` then uses `ih` as an equation: `hdiff` gives the difference as twice the alternating sum, `hz` makes that sum zero, and `ih` gives the value 1 for l. The added comment only explains the step.

After these edits no error is left:

```diff
@@ -70,13 +70,20 @@
     have hz := alternating_partial_sum l (l + 1)
     rw [Nat.choose_succ_self, Nat.cast_zero, mul_zero, zero_mul] at hz
-    rw [← ih, ← sub_eq_zero, mul_sum, mul_sum, ← sum_sub_distrib,
-      ← mul_zero (2 : ℝ), ← hz, mul_sum]
-    refine sum_congr rfl fun k hk => ?_
-    have h := channel_step l k (by have := mem_range.1 hk; omega)
-    have hi : (2 * (k : ℝ) + 1) * (2 * (k : ℝ) + 1)⁻¹ = 1 :=
-      mul_inv_cancel₀ (by positivity)
-    push_cast
-    linear_combination ((-1 : ℝ) ^ k * (2 * (k : ℝ) + 1)⁻¹) * h +
-      (2 * (-1 : ℝ) ^ k * ((l + 1).choose k : ℝ) * ((l + k).choose k : ℝ)) * hi
+    -- the difference of neighbouring channels is an alternating sum that vanishes
+    have hdiff : (2 * ((l + 1 : ℕ) : ℝ) + 1) * ∑ k ∈ range (l + 1 + 1),
+        (-1 : ℝ) ^ k * ((l + 1).choose k : ℝ) * ((l + 1 + k).choose k : ℝ) / (2 * (k : ℝ) + 1) -
+        (2 * (l : ℝ) + 1) * ∑ k ∈ range (l + 1 + 1),
+        (-1 : ℝ) ^ k * (l.choose k : ℝ) * ((l + k).choose k : ℝ) / (2 * (k : ℝ) + 1) =
+        2 * ∑ k ∈ range (l + 1 + 1),
+        (-1 : ℝ) ^ k * ((l + 1).choose k : ℝ) * ((l + k).choose k : ℝ) := by
+      rw [mul_sum, mul_sum, mul_sum, ← sum_sub_distrib]
+      refine sum_congr rfl fun k hk => ?_
+      have h := channel_step l k (by have := mem_range.1 hk; omega)
+      have hi : (2 * (k : ℝ) + 1) * (2 * (k : ℝ) + 1)⁻¹ = 1 :=
+        mul_inv_cancel₀ (by positivity)
+      push_cast
+      linear_combination ((-1 : ℝ) ^ k * (2 * (k : ℝ) + 1)⁻¹) * h +
+        (2 * (-1 : ℝ) ^ k * ((l + 1).choose k : ℝ) * ((l + k).choose k : ℝ)) * hi
+    linear_combination hdiff + ih + 2 * hz
 
 end
```
